# The phase of a rational Jost function without real zeros counts its zeros in the upper half-plane

Let p and q be complex polynomials of equal degree, and let F = p/q. If p has no real root and every root of q has negative imaginary part, then

∫ Im(F'(x)/F(x)) dx = 2πN,

where the integral runs over the whole real line and N is the number of roots of p in the open upper half-plane, counted with multiplicity.

The physical problem is to find the number of bound states in one partial wave from scattering data. The Jost function F(k) depends on the complex momentum k. For a short-range potential its phase at real k gives the scattering phase shift, and its zeros at k = iκ with κ > 0 give the bound states. The result makes this connection for single-channel scattering with a rational Jost function, as the solvable Bargmann potentials have.

## Jost function and zero count

```lean
import Mathlib

open Polynomial MeasureTheory
open scoped Real

namespace RationalJostLevinson

noncomputable section
```

In the code below, a `def` introduces an object and a `theorem` states a result. The variables and hypotheses of a theorem stand in brackets after its name, the conclusion follows the first colon outside these brackets, and the proof follows `:=`. The type `ℂ[X]` is that of polynomials with complex coefficients.

```lean
/-- The rational Jost function `F(k) = p(k) / q(k)` of complex momentum `k`,
on the domain `q(k) ≠ 0`. -/
def jost (p q : ℂ[X]) (k : ℂ) : ℂ := p.eval k / q.eval k
```

This is F(k) = p(k)/q(k), with `p.eval k` for the value p(k). No potential or Schrödinger equation enters: the Jost function is given directly as a quotient.

```lean
/-- For `p ≠ 0`, the number of roots of `p` in the open upper half-plane, with multiplicity. For
`p = 0` the value is `0`. -/
def upperZeros (p : ℂ[X]) : ℕ := p.roots.countP (fun z : ℂ => 0 < z.im)
```

For p ≠ 0, `p.roots` lists the roots with repetition, so a double root is counted twice. For the zero polynomial the list is empty by convention; the theorems below exclude that case. `upperZeros p` is the number of entries with positive imaginary part, written N(p) below.

## The integrand as a rate of change of phase

```lean
/-- Let `F` be complex differentiable at the real point `x`, with `F(x) ≠ 0`. If `F = |F| exp(iθ)`
on the real axis with `θ` real and differentiable at `x`, then `Im (F'/F)` at `x` is the derivative
of `θ` there. -/
theorem phase_rate {F : ℂ → ℂ} {F' : ℂ} {θ : ℝ → ℝ} {θ' x : ℝ}
    (hF : HasDerivAt F F' (x : ℂ)) (hθ : HasDerivAt θ θ' x) (h0 : F x ≠ 0)
    (hpol : ∀ t : ℝ, F t = (‖F t‖ : ℂ) * Complex.exp (θ t * Complex.I)) :
    (F' / F x).im = θ' := by
  have h1 : HasDerivAt (fun t : ℝ => F t) F' x := hF.comp_ofReal
  have h2 : HasDerivAt (fun t : ℝ => Complex.exp (-((θ t : ℂ) * Complex.I)))
      (Complex.exp (-((θ x : ℂ) * Complex.I)) * (-((θ' : ℂ) * Complex.I))) x :=
    ((hθ.ofReal_comp.mul_const Complex.I).fun_neg).cexp
  -- removing the phase leaves the real modulus
  have hreal : ∀ t : ℝ, F t * Complex.exp (-((θ t : ℂ) * Complex.I)) = (‖F t‖ : ℂ) := by
    intro t
    calc F t * Complex.exp (-((θ t : ℂ) * Complex.I))
        = ((‖F t‖ : ℂ) * Complex.exp (θ t * Complex.I))
          * Complex.exp (-((θ t : ℂ) * Complex.I)) := congrArg (· * _) (hpol t)
      _ = (‖F t‖ : ℂ) := by
          rw [mul_assoc, ← Complex.exp_add, add_neg_cancel, Complex.exp_zero, mul_one]
  have h3 := h1.fun_mul h2
  simp only [hreal] at h3
  have h4 : HasDerivAt (fun t : ℝ => ((‖F t‖ : ℂ)).im) _ x :=
    Complex.imCLM.hasFDerivAt.comp_hasDerivAt x h3
  simp only [Complex.ofReal_im] at h4
  have h5 := h4.unique (hasDerivAt_const x (0 : ℝ))
  -- the derivative is the modulus times `F'/F - iθ'`
  have h6 : F' * Complex.exp (-((θ x : ℂ) * Complex.I))
      + F x * (Complex.exp (-((θ x : ℂ) * Complex.I)) * (-((θ' : ℂ) * Complex.I)))
      = (‖F x‖ : ℂ) * (F' / F x - θ' * Complex.I) := by
    have h7 : F' = F x * (F' / F x) := by field_simp
    linear_combination Complex.exp (-((θ x : ℂ) * Complex.I)) * h7
      + (F' / F x - θ' * Complex.I) * hreal x
  rw [h6, Complex.imCLM_apply, Complex.im_ofReal_mul] at h5
  have h8 := (mul_eq_zero.mp h5).resolve_left (norm_ne_zero_iff.mpr h0)
  simp at h8
  linarith
```

Suppose that F(t) = |F(t)| exp(iθ(t)) for all real t, that F has complex derivative F' at the real point x, that θ has derivative θ' there, and that F(x) ≠ 0. Then

Im(F'/F(x)) = θ'.

In the Lean statement `F'` and `θ'` are numbers, the derivatives at x. `HasDerivAt F F' (x : ℂ)` says that F is differentiable at x with derivative F'.

By hand, remove the phase from F:

F(t) exp(−iθ(t)) = |F(t)|.

The left side is differentiable at x, and its derivative there is

F' exp(−iθ(x)) − iθ' F(x) exp(−iθ(x)) = |F(x)| (F'/F(x) − iθ').

The function is real for every real t, so this derivative has imaginary part zero:

|F(x)| (Im(F'/F(x)) − θ') = 0.

Dividing by |F(x)| gives the claim. In the proof, `hreal` removes the phase, `h3` is the product rule, `h5` says that the imaginary part of the derivative is zero, and `h6` is the factorisation.

The letter θ is the phase of F itself. In the common convention S(k) = F(−k)/F(k) = exp(2iδ(k)), for a real potential, the phase shift is δ = −θ up to multiples of π.

## One zero, one Lorentzian

```lean
/-- A root of a polynomial without real roots has non-zero imaginary part. -/
theorem root_im_ne_zero {p : ℂ[X]} (hp : ∀ x : ℝ, p.eval (x : ℂ) ≠ 0) {z : ℂ}
    (hz : p.eval z = 0) : z.im ≠ 0 := by
  intro h
  apply hp z.re
  have hre : ((z.re : ℝ) : ℂ) = z := Complex.ext (by simp) (by simp [h])
  rw [hre]
  exact hz
```

If p has no real root, each of its roots lies strictly above or strictly below the real axis. A root with zero imaginary part would equal its own real part, and so would be a real root.

```lean
/-- For `w` off the real axis, `Im (1/(x - w))` is integrable over real `x`, with integral `π` if
`w` lies above the axis and `-π` if it lies below. -/
theorem lorentzian {w : ℂ} (hw : w.im ≠ 0) :
    Integrable (fun x : ℝ => (1 / ((x : ℂ) - w)).im) ∧
    ∫ x : ℝ, (1 / ((x : ℂ) - w)).im = π * (2 * (if 0 < w.im then 1 else 0) - 1) := by
  have key : (fun x : ℝ => (1 / ((x : ℂ) - w)).im)
      = fun x : ℝ => w.im⁻¹ * (1 + ((x - w.re) / w.im) ^ 2)⁻¹ := by
    funext x
    have hD : (x - w.re) ^ 2 + w.im ^ 2 ≠ 0 := by positivity
    have e1 : Complex.normSq ((x : ℂ) - w) = (x - w.re) ^ 2 + w.im ^ 2 := by
      rw [Complex.normSq_apply]
      simp only [Complex.sub_re, Complex.sub_im, Complex.ofReal_re, Complex.ofReal_im]
      ring
    have e2 : 1 + ((x - w.re) / w.im) ^ 2 = ((x - w.re) ^ 2 + w.im ^ 2) / w.im ^ 2 := by
      rw [div_pow, eq_div_iff (pow_ne_zero 2 hw), add_mul,
        div_mul_cancel₀ _ (pow_ne_zero 2 hw)]
      ring
    rw [one_div, Complex.inv_im, e1, e2, inv_div, Complex.sub_im, Complex.ofReal_im,
      zero_sub, neg_neg]
    field_simp
  rw [key]
  refine ⟨((integrable_inv_one_add_sq.comp_div hw).comp_sub_right w.re).const_mul _, ?_⟩
  -- shift and rescale to the standard Lorentzian
  have s1 : ∫ x : ℝ, (1 + ((x - w.re) / w.im) ^ 2)⁻¹ = ∫ x : ℝ, (1 + (x / w.im) ^ 2)⁻¹ :=
    integral_sub_right_eq_self (fun y : ℝ => (1 + (y / w.im) ^ 2)⁻¹) w.re
  have s2 : ∫ x : ℝ, (1 + (x / w.im) ^ 2)⁻¹ = |w.im| • ∫ x : ℝ, (1 + x ^ 2)⁻¹ :=
    Measure.integral_comp_div (fun y : ℝ => (1 + y ^ 2)⁻¹) w.im
  rw [integral_const_mul, s1, s2, integral_univ_inv_one_add_sq, smul_eq_mul]
  split_ifs with h
  · rw [abs_of_pos h]
    linear_combination π * inv_mul_cancel₀ hw
  · rw [abs_of_neg (lt_of_le_of_ne (not_lt.mp h) hw)]
    linear_combination (-π) * inv_mul_cancel₀ hw
```

Write w = a + ib with b ≠ 0. For real x,

1/(x − w) = (x − a + ib)/((x − a)² + b²),

so the imaginary part is a Lorentzian centred at a, of half-width |b|:

Im 1/(x − w) = b/((x − a)² + b²) = (1/b) · 1/(1 + ((x − a)/b)²).

Substituting u = (x − a)/b gives

∫ Im 1/(x − w) dx = (|b|/b) ∫ du/(1 + u²) = (|b|/b) π.

This is π for b > 0 and −π for b < 0. Lean puts both cases into the single expression π(2s − 1), where s is the `if` term, equal to 1 for a root above the axis and 0 for one below. The step `key` is the rewriting as a Lorentzian, `s1` shifts the variable and `s2` rescales it. The sign `∧` means "and": the theorem states that the function is integrable and gives its integral.

## Adding up the roots of a polynomial

```lean
/-- For a polynomial `p` without real roots, `Im (p'/p)` is integrable over the real line and its
integral is `π (2N - deg p)`, where `N` counts the roots in the upper half-plane. -/
theorem polynomial_phase (p : ℂ[X]) (hp : ∀ x : ℝ, p.eval (x : ℂ) ≠ 0) :
    Integrable (fun x : ℝ => (p.derivative.eval (x : ℂ) / p.eval (x : ℂ)).im) ∧
    ∫ x : ℝ, (p.derivative.eval (x : ℂ) / p.eval (x : ℂ)).im
      = π * (2 * upperZeros p - p.natDegree) := by
  induction h : p.natDegree generalizing p with
  | zero =>
    obtain ⟨c, rfl⟩ : ∃ c, p = C c := ⟨_, eq_C_of_natDegree_eq_zero h⟩
    simp [upperZeros]
  | succ n ih =>
    -- split off one root `w`
    have hdeg : p.degree ≠ 0 := by
      intro h'
      have h0 : p.natDegree = 0 := natDegree_eq_zero_iff_degree_le_zero.2 h'.le
      omega
    obtain ⟨w, hw⟩ := IsAlgClosed.exists_root p hdeg
    have him := root_im_ne_zero hp hw
    obtain ⟨r, rfl⟩ := dvd_iff_isRoot.mpr hw
    have hx : ∀ x : ℝ, (x : ℂ) - w ≠ 0 ∧ r.eval (x : ℂ) ≠ 0 := by
      intro x
      have := hp x
      rw [eval_mul, eval_sub, eval_X, eval_C] at this
      exact mul_ne_zero_iff.mp this
    have hr : r ≠ 0 := by
      rintro rfl
      exact (hx 0).2 eval_zero
    have hn : r.natDegree = n := by
      rw [natDegree_mul (X_sub_C_ne_zero w) hr, natDegree_X_sub_C] at h
      omega
    have hN : upperZeros ((X - C w) * r) = upperZeros r + if 0 < w.im then 1 else 0 := by
      unfold upperZeros
      rw [roots_mul (mul_ne_zero (X_sub_C_ne_zero w) hr), roots_X_sub_C,
        Multiset.singleton_add, Multiset.countP_cons]
    have key : (fun x : ℝ => (((X - C w) * r).derivative.eval (x : ℂ)
        / ((X - C w) * r).eval (x : ℂ)).im)
        = fun x : ℝ => (1 / ((x : ℂ) - w)).im
          + (r.derivative.eval (x : ℂ) / r.eval (x : ℂ)).im := by
      funext x
      obtain ⟨h1, h2⟩ := hx x
      rw [← Complex.add_im, div_add_div _ _ h1 h2]
      simp [derivative_mul]
    obtain ⟨i1, v1⟩ := lorentzian him
    obtain ⟨i2, v2⟩ := ih r (fun x => (hx x).2) hn
    rw [key]
    refine ⟨i1.add i2, ?_⟩
    rw [integral_add i1 i2, v1, v2, hN]
    push_cast
    ring
```

For a polynomial p without real roots,

∫ Im(p'(x)/p(x)) dx = π(2N(p) − deg p).

Each root above the axis contributes π and each root below it −π. The proof is an induction on the degree. A constant p has zero derivative and no roots, so both sides vanish.

For degree n + 1, the fundamental theorem of algebra supplies a root w, and p(k) = (k − w) r(k) with deg r = n. The product rule gives

p'/p = 1/(k − w) + r'/r.

With s = 1 if Im w > 0 and s = 0 otherwise, N(p) = N(r) + s. The Lorentzian result and the induction hypothesis for r then give

π(2s − 1) + π(2N(r) − n) = π(2N(p) − (n + 1)).

In Lean, `hn` is the degree of r, `hN` the count of roots and `key` the splitting of the logarithmic derivative. The word `generalizing` makes the induction hypothesis available for every polynomial of degree n, and so for r.

## The quotient

```lean
/-- For `F = p/q` with neither `p` nor `q` having real roots, `Im (F'/F)` is integrable and its
integral is `π (2N(p) - deg p) - π (2N(q) - deg q)`, with `N` counting upper half-plane roots. -/
theorem jost_phase_general (p q : ℂ[X]) (hp : ∀ x : ℝ, p.eval (x : ℂ) ≠ 0)
    (hq : ∀ x : ℝ, q.eval (x : ℂ) ≠ 0) :
    Integrable (fun x : ℝ => (deriv (jost p q) x / jost p q x).im) ∧
    ∫ x : ℝ, (deriv (jost p q) x / jost p q x).im
      = π * (2 * upperZeros p - p.natDegree) - π * (2 * upperZeros q - q.natDegree) := by
  have key : (fun x : ℝ => (deriv (jost p q) x / jost p q x).im)
      = fun x : ℝ => (p.derivative.eval (x : ℂ) / p.eval (x : ℂ)).im
        - (q.derivative.eval (x : ℂ) / q.eval (x : ℂ)).im := by
    funext x
    have h1 := hp x
    have h2 := hq x
    have hd : HasDerivAt (jost p q) _ (x : ℂ) :=
      (p.hasDerivAt (x : ℂ)).fun_div (q.hasDerivAt (x : ℂ)) h2
    rw [← Complex.sub_im, hd.deriv, jost]
    congr 1
    field_simp
  obtain ⟨i1, v1⟩ := polynomial_phase p hp
  obtain ⟨i2, v2⟩ := polynomial_phase q hq
  rw [key]
  exact ⟨i1.sub i2, by rw [integral_sub i1 i2, v1, v2]⟩
```

Here the degrees may differ and q may have roots on either side of the axis, as long as neither polynomial has a real root. The quotient rule gives

F' = (p'q − pq')/q²,

and division by F = p/q gives

F'/F = p'/p − q'/q.

Taking imaginary parts and integrating each term,

∫ Im(F'(x)/F(x)) dx = π(2N(p) − deg p) − π(2N(q) − deg q).

`deriv (jost p q) x` is the complex derivative of F at the real point x, and `key` is the identity for F'/F.

```lean
/-- Levinson theorem for a rational Jost function `F = p/q`: if `deg p = deg q`, `p` has no real
root and all roots of `q` lie in the open lower half-plane, then `Im (F'/F)` is integrable and its
integral is `2π` times the number of upper half-plane roots of `p`, with multiplicity. -/
theorem levinson (p q : ℂ[X]) (hdeg : p.natDegree = q.natDegree)
    (hp : ∀ x : ℝ, p.eval (x : ℂ) ≠ 0) (hq : ∀ z : ℂ, q.eval z = 0 → z.im < 0) :
    Integrable (fun x : ℝ => (deriv (jost p q) x / jost p q x).im) ∧
    ∫ x : ℝ, (deriv (jost p q) x / jost p q x).im = 2 * π * upperZeros p := by
  have hq' : ∀ x : ℝ, q.eval (x : ℂ) ≠ 0 := fun x h => by simpa using hq x h
  have hN : upperZeros q = 0 :=
    Multiset.countP_eq_zero.2 fun z hz => not_lt.2 (hq z (isRoot_of_mem_roots hz)).le
  obtain ⟨i, v⟩ := jost_phase_general p q hp hq'
  refine ⟨i, ?_⟩
  rw [v, hN, hdeg]
  push_cast
  ring
```

This is the result stated at the start. The hypothesis `hdeg` says that the degrees agree, so that F tends to a non-zero constant at large |k|; for a Jost function in the usual normalisation this constant is 1. The hypothesis `hp` excludes zeros of F at real momentum, including one at threshold, k = 0. The hypothesis `hq` keeps the poles of F out of the upper half-plane and off the real axis, which stands for the analyticity of a Jost function in the upper half-plane and its continuity up to the real axis.

All roots of q lie below the axis, so N(q) = 0. With d the common degree,

π(2N(p) − d) − π(0 − d) = 2πN(p).

Integrability is part of the conclusion because Lean assigns the value 0 to the integral of a non-integrable function.

The step from here to a real scattering problem is to identify the upper zeros of F with bound states. The hypotheses allow multiple zeros in the upper half-plane, and zeros there off the imaginary axis, neither of which a real short-range potential produces. For such a potential F(−x) is the complex conjugate of F(x), the integrand is even, and the half-line x > 0 contributes πN. With δ = −θ this is the textbook form

δ(0) − δ(∞) = πN.

The formula can fail if p is allowed a simple root at k = 0. Take p(k) = k and q(k) = k + i. For real x ≠ 0,

Im(F'(x)/F(x)) = Im(1/x − 1/(x + i)) = 1/(x² + 1).

The integral is π, while N = 0. Half of it belongs to x > 0, which is the extra π/2 known from s-wave scattering with a zero of the Jost function at threshold.

## When the total phase vanishes

```lean
/-- Let `F = p/q` with `deg p = deg q`, where `p` has no real root and all roots of `q` lie in the
open lower half-plane. Then the integral of `Im (F'/F)` over the real line vanishes exactly when all
roots of `p` lie in the open lower half-plane. -/
theorem phase_zero_iff (p q : ℂ[X]) (hdeg : p.natDegree = q.natDegree)
    (hp : ∀ x : ℝ, p.eval (x : ℂ) ≠ 0) (hq : ∀ z : ℂ, q.eval z = 0 → z.im < 0) :
    ∫ x : ℝ, (deriv (jost p q) x / jost p q x).im = 0 ↔
      ∀ z : ℂ, p.eval z = 0 → z.im < 0 := by
  have hp0 : p ≠ 0 := by
    rintro rfl
    exact hp 0 eval_zero
  have h2 : 2 * π ≠ 0 := by positivity
  rw [(levinson p q hdeg hp hq).2, mul_eq_zero, or_iff_right h2, Nat.cast_eq_zero,
    upperZeros, Multiset.countP_eq_zero]
  constructor
  · intro h z hz
    exact lt_of_le_of_ne (not_lt.mp (h z ((mem_roots hp0).2 hz))) (root_im_ne_zero hp hz)
  · intro h z hz
    exact not_lt.2 (h z (isRoot_of_mem_roots hz)).le

end

end RationalJostLevinson
```

Under the same hypotheses, the integral is zero exactly when all roots of p lie in the open lower half-plane. The sign `↔` means "if and only if".

By the previous theorem the integral is 2πN(p), which vanishes exactly when N(p) = 0, that is, when p has no root above the axis. There is none on the axis either, so every root lies below it. The two parts after `constructor` prove the two directions, and the first of them uses `root_im_ne_zero` to exclude the axis. When the upper zeros are the bound states, a vanishing integral means that this partial wave has none.

```lean
#print axioms RationalJostLevinson.phase_rate
#print axioms RationalJostLevinson.jost_phase_general
#print axioms RationalJostLevinson.phase_zero_iff
```

```
'RationalJostLevinson.phase_rate' depends on axioms: [propext, Classical.choice, Quot.sound]
'RationalJostLevinson.jost_phase_general' depends on axioms: [propext, Classical.choice, Quot.sound]
'RationalJostLevinson.phase_zero_iff' depends on axioms: [propext, Classical.choice, Quot.sound]
```
